# Obara–Saika recurrence for one-dimensional Gaussian products with positive total exponent

Let $\iota$ be a finite set labelling the centres. Centre $i$ has a real position $A_i$, a real exponent $a_i$ and a power $n_i\in\{0,1,2,\dots\}$. In Lean these are the functions `A`, `a` and `n` on `ι`.

```lean
import Mathlib

open MeasureTheory

namespace ManyCentreObaraSaika

noncomputable section

variable {ι : Type*} [Fintype ι]
```

The total exponent is $p=\sum_i a_i$.

```lean
/-- The total exponent `p`, the sum of the exponents of all Gaussians. -/
def totalExponent (a : ι → ℝ) : ℝ := ∑ i, a i
```

The common centre is $P=\sum_i a_iA_i/p$.

```lean
/-- The exponent-weighted centre `P` of the Gaussians, for nonzero total exponent. -/
def centre (a A : ι → ℝ) : ℝ := (∑ i, a i * A i) / totalExponent a
```

The spread of the centres about it is $K=\sum_i a_i(P-A_i)^2$.

```lean
/-- The weighted spread of the centres about `P`, for nonzero total exponent. -/
def spread (a A : ι → ℝ) : ℝ := ∑ i, a i * (centre a A - A i) ^ 2
```

The integrand is a product of unnormalised Cartesian Gaussians,
$$G_n(x)=\prod_i (x-A_i)^{n_i}\exp\!\left(-a_i(x-A_i)^2\right).$$

```lean
/-- The product of Cartesian Gaussians with exponents `a i`, centres `A i` and powers `n i`. -/
def gaussianProduct (a A : ι → ℝ) (n : ι → ℕ) (x : ℝ) : ℝ :=
  ∏ i, ((x - A i) ^ n i * Real.exp (-a i * (x - A i) ^ 2))
```

Its integral over the real line is $S(n)$. Two centres give an overlap integral.

```lean
/-- The many-centre integral `S(n)` of a product of Cartesian Gaussians over the line. -/
def gaussianIntegral (a A : ι → ℝ) (n : ι → ℕ) : ℝ := ∫ x, gaussianProduct a A n x
```

Write $e_j$ for the unit vector that adds one to the power on centre $j$; in Lean it is `Pi.single j 1`. The recurrence is
$$S(n+e_j)=(P-A_j)\,S(n)+\frac{1}{2p}\sum_i n_i\,S(n-e_i).$$

## Nonzero total exponent: a common centre exists

Physically, $p\neq0$ means that the combined exponent is truly quadratic in $x$, so that it has a centre. For each $i$,
$$a_i(x-A_i)^2=a_i(x-P)^2+2(x-P)(a_iP-a_iA_i)+a_i(P-A_i)^2.$$
Summed over $i$, the middle terms cancel because $pP=\sum_i a_iA_i$, which leaves $p(x-P)^2+K$. Hence
$$G_n(x)=e^{-K}\prod_i(x-A_i)^{n_i}\,e^{-p(x-P)^2}.$$

In the proof, `hc` is the identity for $pP$, the only place where the division by $p$ matters, and `hsq` is the completed square. If $p=0$, the quadratic terms cancel and the exponent is at most linear in $x$, so no centre is defined.

```lean
/-- Gaussian product theorem: the exponentials on all centres combine into a single Gaussian
at `P` with exponent `p` and a constant prefactor. -/
theorem gaussian_product_theorem (a A : ι → ℝ) (n : ι → ℕ) (hp : totalExponent a ≠ 0) (x : ℝ) :
    gaussianProduct a A n x = Real.exp (-spread a A) *
      ((∏ i, (x - A i) ^ n i) * Real.exp (-totalExponent a * (x - centre a A) ^ 2)) := by
  have hc : (∑ i, a i) * centre a A = ∑ i, a i * A i := by
    change totalExponent a * ((∑ i, a i * A i) / totalExponent a) = _
    field_simp
  -- complete the square about the common centre
  have hsq : ∑ i, a i * (x - A i) ^ 2
      = totalExponent a * (x - centre a A) ^ 2 + spread a A := by
    have h : ∀ i, a i * (x - A i) ^ 2 = a i * (x - centre a A) ^ 2
        + 2 * (x - centre a A) * (a i * centre a A - a i * A i)
        + a i * (centre a A - A i) ^ 2 := fun i => by ring
    rw [Finset.sum_congr rfl fun i _ => h i, Finset.sum_add_distrib, Finset.sum_add_distrib,
      ← Finset.mul_sum, Finset.sum_sub_distrib]
    simp only [← Finset.sum_mul, totalExponent, spread]
    linear_combination 2 * (x - centre a A) * hc
  have hneg : ∑ i, -a i * (x - A i) ^ 2
      = -spread a A + -totalExponent a * (x - centre a A) ^ 2 := by
    simp only [neg_mul, Finset.sum_neg_distrib]
    rw [hsq]
    ring
  unfold gaussianProduct
  rw [Finset.prod_mul_distrib, ← Real.exp_sum, hneg, Real.exp_add]
  ring
```

## Positive total exponent: the integrals converge

The condition $p>0$ says that the product as a whole decays. The individual exponents may have any sign: an ordinary basis function has $a_i>0$, and a bare polynomial factor has $a_i=0$.

To see convergence, set $y=x-P$. Each factor $x-A_i=y+(P-A_i)$ is a polynomial in $y$, and every $y^k e^{-py^2}$ is integrable when $p>0$. The proof does the same: `hq` treats polynomials by induction on sums and monomials, and the result is then shifted to $P$.

If $p\le0$, the integral diverges. Lean gives a divergent integral the value zero, so the recurrence would then read $0=0$.

```lean
/-- A product of Cartesian Gaussians with positive total exponent is integrable. -/
theorem integrable_gaussianProduct (a A : ι → ℝ) (n : ι → ℕ) (hp : 0 < totalExponent a) :
    Integrable (gaussianProduct a A n) := by
  -- any polynomial times a centred Gaussian is integrable
  have hq : ∀ q : Polynomial ℝ,
      Integrable fun y : ℝ => q.eval y * Real.exp (-totalExponent a * y ^ 2) := by
    intro q
    induction q using Polynomial.induction_on' with
    | add r s hr hs =>
      refine (hr.add hs).congr (Filter.Eventually.of_forall fun y => ?_)
      simp only [Pi.add_apply, Polynomial.eval_add, add_mul]
    | monomial k c =>
      have hk : (0 : ℝ) ≤ k := Nat.cast_nonneg k
      have h := (integrable_rpow_mul_exp_neg_mul_sq hp (s := (k : ℝ)) (by linarith)).const_mul c
      refine h.congr (Filter.Eventually.of_forall fun y => ?_)
      simp only [Polynomial.eval_monomial, Real.rpow_natCast]
      ring
  -- shift the Gaussian to the common centre
  have h := ((hq (∏ i, (Polynomial.X + Polynomial.C (centre a A - A i)) ^ n i)).comp_sub_right
    (centre a A)).const_mul (Real.exp (-spread a A))
  refine h.congr (Filter.Eventually.of_forall fun x => ?_)
  simp only [gaussian_product_theorem a A n hp.ne' x, Polynomial.eval_prod, Polynomial.eval_pow,
    Polynomial.eval_add, Polynomial.eval_X, Polynomial.eval_C, sub_add_sub_cancel]
```

With all powers zero, the shift to $y$ leaves the standard Gaussian integral:
$$S(0)=e^{-K}\int e^{-py^2}\,dy=e^{-K}\sqrt{\pi/p}>0.$$
This is the starting value for the recurrence.

```lean
/-- With all powers zero the integral is positive and equals the Gaussian prefactor times
`√(π / p)`. -/
theorem gaussianIntegral_zero (a A : ι → ℝ) (hp : 0 < totalExponent a) :
    0 < gaussianIntegral a A 0 ∧ gaussianIntegral a A 0
      = Real.exp (-spread a A) * Real.sqrt (Real.pi / totalExponent a) := by
  have hshift : ∫ x : ℝ, Real.exp (-totalExponent a * (x - centre a A) ^ 2)
      = ∫ y : ℝ, Real.exp (-totalExponent a * y ^ 2) :=
    integral_sub_right_eq_self (fun y : ℝ => Real.exp (-totalExponent a * y ^ 2)) (centre a A)
  have h : gaussianIntegral a A 0
      = Real.exp (-spread a A) * Real.sqrt (Real.pi / totalExponent a) := by
    unfold gaussianIntegral
    simp only [gaussian_product_theorem a A 0 hp.ne', Pi.zero_apply, pow_zero,
      Finset.prod_const_one, one_mul]
    rw [integral_const_mul, hshift, integral_gaussian]
  refine ⟨?_, h⟩
  rw [h]
  exact mul_pos (Real.exp_pos _) (Real.sqrt_pos.mpr (div_pos Real.pi_pos hp))
```

## Natural-number powers: raising and lowering

The powers count Cartesian factors, as in $s$, $p$ and $d$ functions. Multiplying by $x-A_j$ raises one of them, so $G_{n+e_j}=(x-A_j)G_n$.

```lean
variable [DecidableEq ι]

/-- Multiplication by `x - A j` raises the power on centre `j` by one. -/
theorem gaussianProduct_raise (a A : ι → ℝ) (n : ι → ℕ) (j : ι) (x : ℝ) :
    gaussianProduct a A (n + Pi.single j 1) x = (x - A j) * gaussianProduct a A n x := by
  have h : ∏ k, (x - A k) ^ (Pi.single j 1 : ι → ℕ) k = x - A j := by
    rw [Finset.prod_eq_single j (fun k _ hk => by simp [hk]) (by simp)]
    simp
  simp only [gaussianProduct, Pi.add_apply, pow_add, Finset.prod_mul_distrib]
  rw [h]
  ring
```

Differentiation lowers them:
$$\frac{d}{dx}\prod_i(x-A_i)^{n_i}=\sum_i n_i\prod_k(x-A_k)^{(n-e_i)_k}.$$
Subtraction of natural numbers in Lean stops at zero. Where $n_i=0$, the term written $S(n-e_i)$ is therefore $S(n)$, but its coefficient $n_i$ removes it. Negative powers would in general make the integrand singular at a centre.

The proof adds one centre at a time and applies the product rule. `e1` and `e3` record that lowering the power on one centre leaves the others alone.

```lean
omit [Fintype ι] in
/-- The derivative of a product of powers `(x - A i) ^ n i` is the sum over centres of `n i`
times the product with that power lowered by one. -/
theorem hasDerivAt_powers (A : ι → ℝ) (n : ι → ℕ) (s : Finset ι) (x : ℝ) :
    HasDerivAt (fun y => ∏ i ∈ s, (y - A i) ^ n i)
      (∑ i ∈ s, (n i : ℝ) * ∏ k ∈ s, (x - A k) ^ (n - Pi.single i 1 : ι → ℕ) k) x := by
  induction s using Finset.induction_on with
  | empty =>
    simp only [Finset.prod_empty, Finset.sum_empty]
    exact hasDerivAt_const x (1 : ℝ)
  | insert b s hb ih =>
    have h1 : HasDerivAt (fun y => (y - A b) ^ n b) ((n b : ℝ) * (x - A b) ^ (n b - 1)) x :=
      (((hasDerivAt_id' x).sub_const (A b)).fun_pow (n b)).congr_deriv (mul_one _)
    simp only [Finset.prod_insert hb, Finset.sum_insert hb]
    refine (h1.fun_mul ih).congr_deriv ?_
    have e1 : ∏ k ∈ s, (x - A k) ^ (n - Pi.single b 1 : ι → ℕ) k
        = ∏ k ∈ s, (x - A k) ^ n k := by
      refine Finset.prod_congr rfl fun k hk => ?_
      have hkb : k ≠ b := by rintro rfl; exact hb hk
      simp [hkb]
    have e2 : (n - Pi.single b 1 : ι → ℕ) b = n b - 1 := by simp
    have e3 : ∑ i ∈ s, (n i : ℝ) * ((x - A b) ^ (n - Pi.single i 1 : ι → ℕ) b *
          ∏ k ∈ s, (x - A k) ^ (n - Pi.single i 1 : ι → ℕ) k)
        = (x - A b) ^ n b *
          ∑ i ∈ s, (n i : ℝ) * ∏ k ∈ s, (x - A k) ^ (n - Pi.single i 1 : ι → ℕ) k := by
      rw [Finset.mul_sum]
      refine Finset.sum_congr rfl fun i hi => ?_
      have hbi : b ≠ i := by rintro rfl; exact hb hi
      have e : (n - Pi.single i 1 : ι → ℕ) b = n b := by simp [hbi]
      rw [e]
      ring
    rw [e1, e2, e3]
    ring
```

The Gaussian factor contributes $-2p(x-P)$, so
$$G_n'=\sum_i n_iG_{n-e_i}-2p(x-P)G_n.$$
Only $p\neq0$ is needed here, through the common centre.

```lean
/-- The derivative of a Gaussian product consists of the terms with one power lowered and
a term `-2p (x - P)` times the product itself. -/
theorem hasDerivAt_gaussianProduct (a A : ι → ℝ) (n : ι → ℕ) (hp : totalExponent a ≠ 0)
    (x : ℝ) : HasDerivAt (gaussianProduct a A n)
      (∑ i, (n i : ℝ) * gaussianProduct a A (n - Pi.single i 1) x
        - 2 * totalExponent a * (x - centre a A) * gaussianProduct a A n x) x := by
  have hE : HasDerivAt (fun y => Real.exp (-totalExponent a * (y - centre a A) ^ 2))
      (Real.exp (-totalExponent a * (x - centre a A) ^ 2) *
        (-totalExponent a * (2 * (x - centre a A)))) x :=
    ((((hasDerivAt_id' x).sub_const (centre a A)).fun_pow 2).const_mul
      (-totalExponent a)).exp.congr_deriv (by simp)
  have h := ((hasDerivAt_powers A n Finset.univ x).fun_mul hE).const_mul
    (Real.exp (-spread a A))
  refine HasDerivAt.congr_deriv (HasDerivAt.congr_of_eventuallyEq h
    (Filter.Eventually.of_forall fun y => gaussian_product_theorem a A n hp y)) ?_
  simp only [gaussian_product_theorem a A _ hp x]
  have hs : ∑ i, (n i : ℝ) * (Real.exp (-spread a A) *
        ((∏ k, (x - A k) ^ (n - Pi.single i 1 : ι → ℕ) k) *
          Real.exp (-totalExponent a * (x - centre a A) ^ 2)))
      = Real.exp (-spread a A) *
        ((∑ i, (n i : ℝ) * ∏ k, (x - A k) ^ (n - Pi.single i 1 : ι → ℕ) k) *
          Real.exp (-totalExponent a * (x - centre a A) ^ 2)) := by
    rw [Finset.sum_mul, Finset.mul_sum]
    exact Finset.sum_congr rfl fun i _ => by ring
  rw [hs]
  ring
```

## Positive total exponent again: no boundary term

Since $x-P=(x-A_j)-(P-A_j)$,
$$G_n'=\sum_i n_iG_{n-e_i}-2p\left[G_{n+e_j}-(P-A_j)G_n\right].$$
For $p>0$, $G_n$ vanishes at both ends of the line, so the integral of $G_n'$ is zero:
$$0=\sum_i n_iS(n-e_i)-2p\left[S(n+e_j)-(P-A_j)S(n)\right].$$
Dividing by $2p$ gives the recurrence.

In the proof, `hd` is the rewritten derivative, `hsum` and `hr` show that its two parts are integrable, and `h0` is the vanishing integral. The theorem also states that the raised integrand is integrable.

```lean
/-- Obara-Saika recurrence for any number of centres: the integral with the power on centre `j`
raised by one converges and is given by `S(n)` and the integrals with one power lowered. -/
theorem obara_saika (a A : ι → ℝ) (n : ι → ℕ) (j : ι) (hp : 0 < totalExponent a) :
    Integrable (gaussianProduct a A (n + Pi.single j 1)) ∧
    gaussianIntegral a A (n + Pi.single j 1)
      = (centre a A - A j) * gaussianIntegral a A n
        + (∑ i, (n i : ℝ) * gaussianIntegral a A (n - Pi.single i 1))
          / (2 * totalExponent a) := by
  have hint := fun m : ι → ℕ => integrable_gaussianProduct a A m hp
  refine ⟨hint _, ?_⟩
  have hd : ∀ x, HasDerivAt (gaussianProduct a A n)
      (∑ i, (n i : ℝ) * gaussianProduct a A (n - Pi.single i 1) x
        - 2 * totalExponent a * (gaussianProduct a A (n + Pi.single j 1) x
          - (centre a A - A j) * gaussianProduct a A n x)) x := fun x =>
    (hasDerivAt_gaussianProduct a A n hp.ne' x).congr_deriv (by
      rw [gaussianProduct_raise]
      ring)
  have hsum : Integrable fun x =>
      ∑ i, (n i : ℝ) * gaussianProduct a A (n - Pi.single i 1) x :=
    MeasureTheory.integrable_finsetSum _ fun i _ => (hint _).const_mul _
  have hr : Integrable fun x => 2 * totalExponent a *
      (gaussianProduct a A (n + Pi.single j 1) x
        - (centre a A - A j) * gaussianProduct a A n x) :=
    ((hint _).sub ((hint n).const_mul _)).const_mul _
  -- the integral of the total derivative vanishes
  have h0 := integral_eq_zero_of_hasDerivAt_of_integrable hd (hsum.sub hr) (hint n)
  rw [integral_sub hsum hr, MeasureTheory.integral_finsetSum _ (fun i _ => (hint _).const_mul _),
    integral_const_mul, integral_sub (hint _) ((hint n).const_mul _)] at h0
  simp only [integral_const_mul] at h0
  change ∑ i, (n i : ℝ) * gaussianIntegral a A (n - Pi.single i 1)
    - 2 * totalExponent a * (gaussianIntegral a A (n + Pi.single j 1)
      - (centre a A - A j) * gaussianIntegral a A n) = 0 at h0
  rw [← sub_eq_iff_eq_add', eq_div_iff (mul_pos two_pos hp).ne']
  linear_combination -h0
```

Take exponents $1$ and $1$ at positions $0$ and $2$. Then $p=2$, $P=1$, $K=2$ and $S(0,0)=e^{-2}\sqrt{\pi/2}\approx0.1696$. Raising the first power gives $S(1,0)=(1-0)\,S(0,0)$. Raising the second gives
$$S(1,1)=(1-2)\,S(1,0)+\tfrac14S(0,0)=-\tfrac34S(0,0)\approx-0.1272.$$
Each function $(x-A_i)e^{-(x-A_i)^2}$ has squared norm $\tfrac14\sqrt{\pi/2}$, so the normalised overlap is $-3e^{-2}\approx-0.406$.

## An operator centre with exponent zero: multipole moments

From here on, $a,b$ are the exponents of two Gaussians at $A,B$ with powers $i,j$, and $e$ is the order of a multipole operator $(x-C)^e$.

```lean
/-- The integrand of the multipole moment of order `e` about `C` between two Gaussians. -/
def multipoleDensity (a b A B C : ℝ) (i j e : ℕ) (x : ℝ) : ℝ :=
  (x - A) ^ i * Real.exp (-a * (x - A) ^ 2) * ((x - B) ^ j * Real.exp (-b * (x - B) ^ 2))
    * (x - C) ^ e
```

The moment $M(i,j,e)$ is the integral of this density.

```lean
/-- The multipole moment of order `e` about `C` between two Cartesian Gaussians. -/
def multipoleMoment (a b A B C : ℝ) (i j e : ℕ) : ℝ := ∫ x, multipoleDensity a b A B C i j e x
```

The operator is a third Gaussian factor with exponent zero. It changes neither $p=a+b$ nor $P=(aA+bB)/(a+b)$, and raising its power gives
$$M(i,j,e+1)=(P-C)M(i,j,e)+\frac{i\,M(i-1,j,e)+j\,M(i,j-1,e)+e\,M(i,j,e-1)}{2(a+b)}.$$
The hypothesis $a+b>0$ is the earlier condition $p>0$: the pair of Gaussians must supply all the decay, since the operator supplies none. The proof applies `obara_saika` to the exponents `![a, b, 0]` and raises index `2`, the operator centre; `h1` to `h4` identify the shifted powers.

```lean
/-- The multipole moment of order `e + 1` converges and follows from the moment of order `e`
and the moments with one of the three powers lowered. -/
theorem multipole_recurrence (a b A B C : ℝ) (i j e : ℕ) (hp : 0 < a + b) :
    Integrable (multipoleDensity a b A B C i j (e + 1)) ∧
    multipoleMoment a b A B C i j (e + 1)
      = ((a * A + b * B) / (a + b) - C) * multipoleMoment a b A B C i j e
        + (i * multipoleMoment a b A B C (i - 1) j e + j * multipoleMoment a b A B C i (j - 1) e
          + e * multipoleMoment a b A B C i j (e - 1)) / (2 * (a + b)) := by
  -- the operator centre is a third centre with exponent zero
  have key : ∀ i j e : ℕ, multipoleDensity a b A B C i j e
      = gaussianProduct ![a, b, 0] ![A, B, C] ![i, j, e] := by
    intro i j e
    funext x
    simp [multipoleDensity, gaussianProduct, Fin.prod_univ_three]
  have hm : ∀ i j e : ℕ, multipoleMoment a b A B C i j e
      = gaussianIntegral ![a, b, 0] ![A, B, C] ![i, j, e] := by
    intro i j e
    simp only [multipoleMoment, gaussianIntegral, key]
  have ht : totalExponent ![a, b, 0] = a + b := by
    simp [totalExponent, Fin.sum_univ_three]
  have hP : centre ![a, b, 0] ![A, B, C] = (a * A + b * B) / (a + b) := by
    simp [centre, ht, Fin.sum_univ_three]
  have h := obara_saika ![a, b, 0] ![A, B, C] ![i, j, e] 2 (by rw [ht]; exact hp)
  have h1 : (![i, j, e] + Pi.single 2 1 : Fin 3 → ℕ) = ![i, j, e + 1] := by
    ext k; fin_cases k <;> rfl
  have h2 : (![i, j, e] - Pi.single 0 1 : Fin 3 → ℕ) = ![i - 1, j, e] := by
    ext k; fin_cases k <;> rfl
  have h3 : (![i, j, e] - Pi.single 1 1 : Fin 3 → ℕ) = ![i, j - 1, e] := by
    ext k; fin_cases k <;> rfl
  have h4 : (![i, j, e] - Pi.single 2 1 : Fin 3 → ℕ) = ![i, j, e - 1] := by
    ext k; fin_cases k <;> rfl
  rw [h1, Fin.sum_univ_three, h2, h3, h4, hP, ht] at h
  simp only [key, hm]
  exact h

end

end ManyCentreObaraSaika
```

```lean
#print axioms ManyCentreObaraSaika.integrable_gaussianProduct
#print axioms ManyCentreObaraSaika.gaussianIntegral_zero
#print axioms ManyCentreObaraSaika.multipole_recurrence
```

```
'ManyCentreObaraSaika.integrable_gaussianProduct' depends on axioms: [propext, Classical.choice, Quot.sound]
'ManyCentreObaraSaika.gaussianIntegral_zero' depends on axioms: [propext, Classical.choice, Quot.sound]
'ManyCentreObaraSaika.multipole_recurrence' depends on axioms: [propext, Classical.choice, Quot.sound]
```

In electronic-structure codes, overlap and Cartesian multipole integrals over primitive Cartesian Gaussians factor into one-dimensional integrals of this kind. The Coulomb integrals of the Obara–Saika scheme do not reduce to them directly and need an additional auxiliary index, which the recurrence here lacks.
